# Correlation amplitude equations with one common energy shift: eigenvalue and stationary forms

To correct a reference determinant for electron correlation, one adds excited configurations, and here all of them receive the same energy shift gE, with one fixed number g. E is the correlation energy. At g = 1 the equations are those of configuration interaction (CI) in the chosen space. If that space stops at double excitations and the electrons are many, the missing higher excitations would cancel much of the shift; g stands for the fraction that remains.

## Amplitudes, couplings and the shift

Take the reference energy as zero. Let vᵢ be the Hamiltonian coupling of the reference to excited configuration i, A the real symmetric Hamiltonian matrix among the excited configurations, and cᵢ their amplitudes, with the reference amplitude set to 1. The equations are

E = v·c,  r = v + (A − gE)c = 0.

In the space of single and double excitations, g = 0 gives linear equations of the CEPA(0) type, and g = 2/N for N correlated electrons gives the averaged coupled-pair functional for one reference determinant. Define

F(c) = (2v·c + c·Ac)/(1 + g c·c).

For g > 0, the amplitude equations hold exactly when (1, √g c) is an eigenvector of

M = [[0, √g vᵀ], [√g v, A]]

with eigenvalue gE, and exactly when c is a stationary point of F with value E. For a finite, real configuration space and fixed g > 0, a symmetric eigenvalue solver can therefore treat these correlation equations.

## From the matrix rows to the amplitudes

Multiplication gives

M(1, √g c) = (g v·c, √g(v + Ac)).

Setting this equal to gE(1, √g c) gives g v·c = gE and √g r = 0. Division by g and √g leaves the amplitude equations, and each step can be reversed.

More generally, let (x₀, x) be an eigenvector with eigenvalue μ and x₀ ≠ 0. Its rows read

√g v·x = μx₀,  √g x₀v + Ax = μx.

With c = x/(√g x₀), they become v·c = μ/g and v + Ac = μc, so c is a solution with E = μ/g.

## The slope of the functional

Write D = 1 + g c·c, which is positive for g ≥ 0. Along c + td, symmetry of A gives the numerator and denominator of F as

2v·c + c·Ac + 2t d·(v + Ac) + t² d·Ad,

D + 2gt d·c + gt² d·d.

The quotient rule at t = 0 gives the slope

2d·(v + Ac − gF(c)c)/D.

If F(c) = E, the bracket is r. Stationarity makes the slope vanish for every d; choosing d = r gives r·r = 0, hence r = 0. Conversely, r = 0 and F(c) = E make every slope zero.

It remains to link the value of F to E. From c·r = 0,

2v·c + c·Ac = v·c + gE c·c.

Hence F(c) = E means v·c + gE c·c = E + gE c·c, which is E = v·c.

## Energy error and minimum

At a solution, expand the numerator of F(c + d) − E. The constant part vanishes because F(c) = E, and the linear part is 2d·r = 0. What remains is

F(c + d) − E = (d·Ad − gE d·d)/(1 + g|c + d|²).

For small amplitude errors d, the error of F is thus of second order, whereas the error of v·c is v·d, in general of first order. Since the denominator is positive, E is the global minimum of F exactly when d·Ad − gE d·d ≥ 0 for every d. For 0 ≤ g < 1, F is not in general the expectation value of the Hamiltonian, and this minimum can lie below the exact energy.

## One excited configuration

With a single excitation energy a > 0 and coupling v ≠ 0, eliminating c gives gE² − aE − v² = 0. For g > 0 the lower root is

E = −2v²/(a + √(a² + 4gv²)).

As g → 0 it tends to −v²/a, the second-order energy when the coupling v alone is the perturbation.

## What the Lean statement says

The finite type `n` labels the excited configurations, and `Unit ⊕ n` adds the one reference. `Solves` contains both amplitude equations, and `residual` is r. The function `energy` is F, whereas `E` is a separate real number. `IsStationary` requires a zero derivative along every line through c.

The vector `state 1 (Real.sqrt g • c)` is unnormalised; the unit eigenvector is (1, √g c)/√(1 + g c·c). Its excited part carries the factor √g, so for g ≠ 1 and c ≠ 0 the unit eigenvector is not the normalised wavefunction with amplitudes c.

`common_shifted_residual` assumes symmetric A and g > 0. The variational theorems also allow g = 0, and the eigenvector theorems do not need symmetry. Existence of a solution is not claimed, and complex matrices or configuration-dependent shifts lie beyond the model. The step to a molecule is the identification of A and v with Hamiltonian matrix elements in an orthonormal configuration basis, which no hypothesis supplies.

```lean
import Mathlib

open Matrix

namespace CommonShiftedResidual

noncomputable section

variable {n : Type*} [Fintype n]

/-- The shifted residual `v + (A - gE)c` of the amplitudes `c` at the energy `E`. -/
def residual (A : Matrix n n ℝ) (v : n → ℝ) (g E : ℝ) (c : n → ℝ) : n → ℝ :=
  v + (A *ᵥ c - (g * E) • c)

/-- The amplitude equations: the energy is `E = v·c` and the shifted residual vanishes. -/
def Solves (A : Matrix n n ℝ) (v : n → ℝ) (g E : ℝ) (c : n → ℝ) : Prop :=
  E = v ⬝ᵥ c ∧ residual A v g E c = 0

/-- The energy functional `(2v·c + c·Ac)/(1 + g c·c)`, meant for `g ≥ 0`, where the
denominator is positive. -/
def energy (A : Matrix n n ℝ) (v : n → ℝ) (g : ℝ) (c : n → ℝ) : ℝ :=
  (2 * (v ⬝ᵥ c) + c ⬝ᵥ A *ᵥ c) / (1 + g * (c ⬝ᵥ c))

/-- A point is stationary if the derivative along every line through it exists and is zero. -/
def IsStationary (F : (n → ℝ) → ℝ) (c : n → ℝ) : Prop :=
  ∀ d : n → ℝ, HasDerivAt (fun t : ℝ => F (c + t • d)) 0 0

/-- The matrix `[[0, √g vᵀ], [√g v, A]]` on the reference and the excited configurations,
meant for `g ≥ 0`. -/
def bordered (A : Matrix n n ℝ) (v : n → ℝ) (g : ℝ) : Matrix (Unit ⊕ n) (Unit ⊕ n) ℝ :=
  fromBlocks 0 (of fun _ j => Real.sqrt g * v j) (of fun i _ => Real.sqrt g * v i) A

/-- The vector with reference component `x₀` and excited components `x`. -/
def state (x₀ : ℝ) (x : n → ℝ) : Unit ⊕ n → ℝ := Sum.elim (fun _ => x₀) x

/-- Action of the bordered matrix on a vector with reference component `x₀` and excited
components `x`. -/
theorem bordered_mulVec (A : Matrix n n ℝ) (v x : n → ℝ) (g x₀ : ℝ) :
    bordered A v g *ᵥ state x₀ x =
      Sum.elim (fun _ => Real.sqrt g * (v ⬝ᵥ x))
        (fun i => Real.sqrt g * v i * x₀ + (A *ᵥ x) i) := by
  funext i
  rcases i with u | i
  · simp [bordered, state, Matrix.mulVec, dotProduct, Fintype.sum_sum_type,
      Finset.mul_sum, mul_assoc]
  · simp [bordered, state, Matrix.mulVec, dotProduct, Fintype.sum_sum_type]

/-- For `g > 0`, the amplitude equations hold exactly when `(1, √g c)` is an eigenvector of
the bordered matrix with eigenvalue `gE`. -/
theorem solves_iff_eigenvector (A : Matrix n n ℝ) (v c : n → ℝ) {g : ℝ} (E : ℝ)
    (hg : 0 < g) :
    Solves A v g E c ↔ bordered A v g *ᵥ state 1 (Real.sqrt g • c) =
      (g * E) • state 1 (Real.sqrt g • c) := by
  have hs : Real.sqrt g * Real.sqrt g = g := Real.mul_self_sqrt hg.le
  have hs0 : Real.sqrt g ≠ 0 := (Real.sqrt_pos.mpr hg).ne'
  rw [bordered_mulVec]
  constructor
  · rintro ⟨h1, h2⟩
    funext i
    rcases i with u | i
    · simp only [state, Pi.smul_apply, Sum.elim_inl, dotProduct_smul, smul_eq_mul]
      linear_combination (-g) * h1 + (v ⬝ᵥ c) * hs
    · have h := congrFun h2 i
      simp only [residual, Pi.add_apply, Pi.sub_apply, Pi.smul_apply, smul_eq_mul,
        Pi.zero_apply] at h
      simp only [state, Pi.smul_apply, Sum.elim_inr, Matrix.mulVec_smul, smul_eq_mul]
      linear_combination Real.sqrt g * h
  · intro h
    constructor
    · -- the reference row is the energy equation
      have h1 := congrFun h (Sum.inl ())
      simp only [state, Pi.smul_apply, Sum.elim_inl, dotProduct_smul, smul_eq_mul] at h1
      exact mul_left_cancel₀ hg.ne' (by linear_combination (-1) * h1 + (v ⬝ᵥ c) * hs)
    · -- the excited rows are the residual equations
      funext i
      have h2 := congrFun h (Sum.inr i)
      simp only [state, Pi.smul_apply, Sum.elim_inr, Matrix.mulVec_smul, smul_eq_mul] at h2
      simp only [residual, Pi.add_apply, Pi.sub_apply, Pi.smul_apply, smul_eq_mul,
        Pi.zero_apply]
      exact mul_left_cancel₀ hs0 (by linear_combination h2)

/-- For `g > 0`, every eigenvector `(x₀, x)` of the bordered matrix with `x₀ ≠ 0` and
eigenvalue `μ` gives a solution with amplitudes `x/(√g x₀)` and energy `μ/g`. -/
theorem solves_of_eigenvector (A : Matrix n n ℝ) (v x : n → ℝ) {g x₀ μ : ℝ}
    (hg : 0 < g) (hx : x₀ ≠ 0) (h : bordered A v g *ᵥ state x₀ x = μ • state x₀ x) :
    Solves A v g (μ / g) ((Real.sqrt g * x₀)⁻¹ • x) := by
  have hs : Real.sqrt g * Real.sqrt g = g := Real.mul_self_sqrt hg.le
  have hk0 : Real.sqrt g * x₀ ≠ 0 := mul_ne_zero (Real.sqrt_pos.mpr hg).ne' hx
  have hk := inv_mul_cancel₀ hk0
  have hμ : g * (μ / g) = μ := by field_simp
  rw [bordered_mulVec] at h
  constructor
  · have h1 := congrFun h (Sum.inl ())
    simp only [state, Pi.smul_apply, Sum.elim_inl, smul_eq_mul] at h1
    rw [dotProduct_smul, smul_eq_mul, ← div_eq_inv_mul, div_eq_div_iff hg.ne' hk0]
    linear_combination (-Real.sqrt g) * h1 + (v ⬝ᵥ x) * hs
  · funext i
    have h2 := congrFun h (Sum.inr i)
    simp only [state, Pi.smul_apply, Sum.elim_inr, smul_eq_mul] at h2
    simp only [residual, hμ, Matrix.mulVec_smul, Pi.add_apply, Pi.sub_apply, Pi.smul_apply,
      smul_eq_mul, Pi.zero_apply]
    linear_combination (Real.sqrt g * x₀)⁻¹ * h2 - v i * hk

private lemma denom_pos {g : ℝ} (hg : 0 ≤ g) (c : n → ℝ) : 0 < 1 + g * (c ⬝ᵥ c) := by
  have h : 0 ≤ c ⬝ᵥ c := Finset.sum_nonneg fun i _ => mul_self_nonneg (c i)
  have h' := mul_nonneg hg h
  linarith

private lemma symm_form {A : Matrix n n ℝ} (hA : A.IsSymm) (c d : n → ℝ) :
    c ⬝ᵥ A *ᵥ d = d ⬝ᵥ A *ᵥ c := by
  rw [Matrix.dotProduct_mulVec, ← Matrix.mulVec_transpose, hA.eq, dotProduct_comm]

/-- For symmetric `A` and `g ≥ 0`, the slope of the functional along `d` is
`2 d·r/(1 + g c·c)`, with `r` the shifted residual at the energy `F(c)`. -/
theorem hasDerivAt_energy {A : Matrix n n ℝ} (hA : A.IsSymm) (v c d : n → ℝ) {g : ℝ}
    (hg : 0 ≤ g) :
    HasDerivAt (fun t : ℝ => energy A v g (c + t • d))
      (2 * (d ⬝ᵥ residual A v g (energy A v g c) c) / (1 + g * (c ⬝ᵥ c))) 0 := by
  have hD := (denom_pos hg c).ne'
  have poly : ∀ a b e : ℝ, HasDerivAt (fun t : ℝ => a + b * t + e * t ^ 2) b 0 := by
    intro a b e
    have h := (((hasDerivAt_id' (0 : ℝ)).const_mul b).const_add a).fun_add
      (((hasDerivAt_id' (0 : ℝ)).fun_pow 2).const_mul e)
    exact h.congr_deriv (by simp)
  -- along a line the functional is a quotient of two quadratic polynomials
  have hfun : (fun t : ℝ => energy A v g (c + t • d)) = fun t : ℝ =>
      ((2 * (v ⬝ᵥ c) + c ⬝ᵥ A *ᵥ c) + (2 * (d ⬝ᵥ v + d ⬝ᵥ A *ᵥ c)) * t
        + (d ⬝ᵥ A *ᵥ d) * t ^ 2) /
      ((1 + g * (c ⬝ᵥ c)) + (2 * g * (d ⬝ᵥ c)) * t + (g * (d ⬝ᵥ d)) * t ^ 2) := by
    funext t
    simp only [energy, Matrix.mulVec_add, Matrix.mulVec_smul, dotProduct_add, add_dotProduct,
      dotProduct_smul, smul_dotProduct, smul_eq_mul]
    rw [symm_form hA c d, dotProduct_comm v d, dotProduct_comm c d]
    congr 1 <;> ring
  rw [hfun]
  refine ((poly _ _ _).fun_div (poly _ _ _) (by simpa using hD)).congr_deriv ?_
  simp only [residual, energy, dotProduct_add, dotProduct_sub, dotProduct_smul, smul_eq_mul,
    mul_zero, add_zero, ne_eq, OfNat.ofNat_ne_zero, not_false_eq_true, zero_pow]
  field_simp
  ring

/-- For `g ≥ 0` and vanishing shifted residual at `E`, the functional has the value `E`
exactly when `E = v·c`. -/
theorem energy_eq_iff {A : Matrix n n ℝ} {v c : n → ℝ} {g E : ℝ} (hg : 0 ≤ g)
    (hr : residual A v g E c = 0) : energy A v g c = E ↔ E = v ⬝ᵥ c := by
  have h : c ⬝ᵥ residual A v g E c = 0 := by rw [hr, dotProduct_zero]
  simp only [residual, dotProduct_add, dotProduct_sub, dotProduct_smul, smul_eq_mul] at h
  rw [dotProduct_comm c v] at h
  unfold energy
  rw [div_eq_iff (denom_pos hg c).ne']
  constructor <;> intro k <;> linear_combination h - k

/-- For symmetric `A` and `g ≥ 0`, the amplitude equations hold exactly when `c` is a
stationary point of the functional with value `E`. -/
theorem solves_iff_stationary {A : Matrix n n ℝ} (hA : A.IsSymm) (v c : n → ℝ) {g : ℝ}
    (E : ℝ) (hg : 0 ≤ g) :
    Solves A v g E c ↔ IsStationary (energy A v g) c ∧ energy A v g c = E := by
  constructor
  · rintro ⟨h1, h2⟩
    have hE := (energy_eq_iff hg h2).mpr h1
    refine ⟨fun d => (hasDerivAt_energy hA v c d hg).congr_deriv ?_, hE⟩
    rw [hE, h2, dotProduct_zero, mul_zero, zero_div]
  · rintro ⟨hst, hE⟩
    -- move along the residual itself
    have h := (hasDerivAt_energy hA v c (residual A v g E c) hg).unique (hst _)
    rw [hE, div_eq_iff (denom_pos hg c).ne', zero_mul] at h
    have hr : residual A v g E c = 0 := dotProduct_self_eq_zero.mp (by linarith)
    exact ⟨(energy_eq_iff hg hr).mp hE, hr⟩

/-- For symmetric `A` and `g > 0`, the amplitude equations, the eigenvalue equation of the
bordered matrix for `(1, √g c)` with eigenvalue `gE`, and stationarity of the functional at
`c` with value `E` are equivalent. -/
theorem common_shifted_residual {A : Matrix n n ℝ} (hA : A.IsSymm) (v c : n → ℝ) {g : ℝ}
    (E : ℝ) (hg : 0 < g) :
    (Solves A v g E c ↔ bordered A v g *ᵥ state 1 (Real.sqrt g • c) =
      (g * E) • state 1 (Real.sqrt g • c)) ∧
    (Solves A v g E c ↔ IsStationary (energy A v g) c ∧ energy A v g c = E) :=
  ⟨solves_iff_eigenvector A v c E hg, solves_iff_stationary hA v c E hg.le⟩

/-- For symmetric `A` and `g ≥ 0`, an amplitude error `d` from a solution changes the
functional by exactly `(d·Ad - gE d·d)/(1 + g|c + d|²)`. -/
theorem energy_error {A : Matrix n n ℝ} (hA : A.IsSymm) {v c : n → ℝ} {g E : ℝ}
    (hg : 0 ≤ g) (h : Solves A v g E c) (d : n → ℝ) :
    energy A v g (c + d) - E =
      (d ⬝ᵥ A *ᵥ d - g * E * (d ⬝ᵥ d)) / (1 + g * ((c + d) ⬝ᵥ (c + d))) := by
  obtain ⟨h1, h2⟩ := h
  have hD := (denom_pos hg (c + d)).ne'
  have hc : c ⬝ᵥ residual A v g E c = 0 := by rw [h2, dotProduct_zero]
  have hd : d ⬝ᵥ residual A v g E c = 0 := by rw [h2, dotProduct_zero]
  simp only [residual, dotProduct_add, dotProduct_sub, dotProduct_smul, smul_eq_mul] at hc hd
  rw [dotProduct_comm c v] at hc
  unfold energy
  rw [eq_div_iff hD, sub_mul, div_mul_cancel₀ _ hD]
  simp only [Matrix.mulVec_add, dotProduct_add, add_dotProduct]
  rw [symm_form hA c d, dotProduct_comm v d, dotProduct_comm c d]
  -- the terms linear in `d` are the residual and drop out
  linear_combination hc + 2 * hd - h1

/-- For symmetric `A` and `g ≥ 0`, the energy `E` of a solution is a lower bound of the
functional exactly when `A - gE` is positive semidefinite. -/
theorem minimum_iff {A : Matrix n n ℝ} (hA : A.IsSymm) {v c : n → ℝ} {g E : ℝ}
    (hg : 0 ≤ g) (h : Solves A v g E c) :
    (∀ c' : n → ℝ, E ≤ energy A v g c') ↔
      ∀ d : n → ℝ, 0 ≤ d ⬝ᵥ A *ᵥ d - g * E * (d ⬝ᵥ d) := by
  constructor
  · intro hmin d
    have hD := denom_pos hg (c + d)
    have h0 := sub_nonneg.mpr (hmin (c + d))
    rw [energy_error hA hg h d] at h0
    have h1 := mul_nonneg h0 hD.le
    rwa [div_mul_cancel₀ _ hD.ne'] at h1
  · intro hpos c'
    have he := energy_error hA hg h (c' - c)
    have h0 := div_nonneg (hpos (c' - c)) (denom_pos hg (c + (c' - c))).le
    rw [← he, add_sub_cancel] at h0
    exact sub_nonneg.mp h0

end

end CommonShiftedResidual
```

```lean
#print axioms CommonShiftedResidual.solves_of_eigenvector
#print axioms CommonShiftedResidual.common_shifted_residual
#print axioms CommonShiftedResidual.minimum_iff
```

```
'CommonShiftedResidual.solves_of_eigenvector' depends on axioms: [propext, Classical.choice, Quot.sound]
'CommonShiftedResidual.common_shifted_residual' depends on axioms: [propext, Classical.choice, Quot.sound]
'CommonShiftedResidual.minimum_iff' depends on axioms: [propext, Classical.choice, Quot.sound]
```

## The algebra inside the proof

`bordered_mulVec` computes the two kinds of row of M. In `solves_iff_eigenvector`, `linear_combination` matches them to the amplitude equations using √g√g = g, and `mul_left_cancel₀` performs the divisions by g and √g. `solves_of_eigenvector` carries out the rescaling by √g x₀.

`denom_pos` shows that the denominator is positive, and `symm_form` exchanges c·Ad with d·Ac. In `hasDerivAt_energy`, `hfun` writes F along a line as a quotient of two quadratics, `poly` differentiates each of them at zero, and `fun_div` applies the quotient rule.

`energy_eq_iff` is the projection of r on c. In `solves_iff_stationary`, the direction is the residual itself: uniqueness of the derivative equates the computed slope with zero, and `dotProduct_self_eq_zero` turns r·r = 0 into r = 0. `common_shifted_residual` joins the two equivalences.

For `energy_error`, the projections `hc` and `hd` of the residual on c and d, together with E = v·c, remove the constant and linear terms. `minimum_iff` multiplies by the positive denominator in one direction; in the other it sets d = c' − c to reach an arbitrary point c'.
